# Transverse exchange between two leading-order currents: orbital, spin-orbit and spin-spin terms

Two particles in their centre-of-mass frame exchange momentum $q=(0,0,\kappa)$ with $\kappa\neq0$: particle 1, with initial momentum $p=(a,0,b)$, absorbs $q$. Components are numbered 0, 1, 2; $s_1,s_2$ are the Pauli vectors and $g_1,g_2$ the $g$ factors, each defined with the particle's own charge and mass. With $\hbar=1$ and the charge divided out, the leading nonrelativistic current of particle $n$, multiplied by its mass, is, up to an overall sign and a term along $q$,

$$V_n=\left(a+\tfrac{i g_n\kappa}{4}(s_n)_1,\; -\tfrac{i g_n\kappa}{4}(s_n)_0,\; b\right).$$

The transverse coupling drops the component along $q$, and with it $b$. The other two components give

$$a^2+\tfrac{i a\kappa}{4}\big(g_1(s_1)_1+g_2(s_2)_1\big)-\tfrac{g_1g_2\kappa^2}{16}\big((s_1)_0(s_2)_0+(s_1)_1(s_2)_1\big).$$

These are an orbital, a spin-orbit and a spin-spin term.

## The identity for any nonzero transfer

Let $m_1,m_2$ be the nonzero masses, and set

$$J_1=\frac{p+\tfrac{i g_1}{4}s_1\times q}{m_1},\qquad J_2=-\frac{p+\tfrac{i g_2}{4}s_2\times q}{m_2}.$$

For real $p$ and real $q\neq0$, the exchange operator $B(p,q)=-m_1m_2\left[J_1\cdot J_2-(J_1\cdot q)(J_2\cdot q)/q^2\right]$ equals

$$\frac{|p\times q|^2}{q^2}+\frac i4(g_1s_1+g_2s_2)\cdot(q\times p)-\frac{g_1g_2}{16}\left[q^2\,s_1\cdot s_2-(s_1\cdot q)(s_2\cdot q)\right].$$

## Two routes to the same matrix element

A momentum-space code for a two-particle system such as positronium or muonium can build the magnetic exchange from the currents or from the three separate terms; the identity makes the routes agree at each $(p,q)$ with $q\neq0$, for instantaneous exchange and leading nonrelativistic currents.

The point $q=0$ needs its own treatment. Take $g_1=g_2=0$ and $p=(1,0,0)$. Then $q=(\varepsilon,0,0)$ gives 0 and $q=(0,\varepsilon,0)$ gives 1 for every $\varepsilon\neq0$, so there is no limit. At $q=0$ itself, Lean's convention $0^{-1}=0$ makes the left side 1 and the right side 0, so the theorem would be false without `hq`.

## Expanding the product of currents

Write $V_n=p+\tfrac{i g_n}{4}s_n\times q$, so that $J_1=V_1/m_1$ and $J_2=-V_2/m_2$. The masses and the sign cancel:

$$B(p,q)=V_1\cdot V_2-\frac{(V_1\cdot q)(V_2\cdot q)}{q^2}.$$

Since $(s_n\times q)\cdot q=0$, each $V_n\cdot q$ is the number $p\cdot q$. The product expands to

$$V_1\cdot V_2=p^2+\tfrac i4\left[g_1(s_1\times q)\cdot p+g_2(s_2\times q)\cdot p\right]-\tfrac{g_1g_2}{16}(s_1\times q)\cdot(s_2\times q).$$

The triple product gives $(s_n\times q)\cdot p=s_n\cdot(q\times p)$. With $s_1$ kept to the left of $s_2$,

$$(s_1\times q)\cdot(s_2\times q)=\sum_i(q^2-q_i^2)(s_1)_i(s_2)_i-\sum_{i\ne j}q_iq_j(s_1)_i(s_2)_j,$$

which is $q^2\,s_1\cdot s_2-(s_1\cdot q)(s_2\cdot q)$. The spin-independent part is $p^2-(p\cdot q)^2/q^2=|p\times q|^2/q^2$ by Lagrange's identity.

**Reversed process.** Under $(p,q)\to(p+q,-q)$, both $p\times q$ and $q\times p$ change sign. Only the spin-orbit term changes, by a sign. For Hermitian, mutually commuting spins the adjoint does the same through $i\to-i$, so $B(p,q)^\dagger=B(p+q,-q)$.

**Singlet.** Let $\chi=(|{\uparrow\downarrow}\rangle-|{\downarrow\uparrow}\rangle)/\sqrt2$ and $g_1=g_2=g$. Since $(s_1)_i\chi=-(s_2)_i\chi$, the spin-orbit term vanishes. Also $s_1\cdot s_2\,\chi=-3\chi$ and $(s_1\cdot q)(s_2\cdot q)\chi=-q^2\chi$, so the spin-spin term contributes $-\tfrac{g^2}{16}(-3q^2+q^2)=g^2q^2/8$. The eigenvalue is $|p\times q|^2/q^2+g^2q^2/8$.

## The Lean file

```lean
import Mathlib

open Matrix
open scoped Kronecker

namespace TwoBodyBreit

noncomputable section

variable {A : Type*} [Ring A] [Algebra ℂ A]

/-- The component sum `s · v` of an operator triple with a real vector. -/
def dotVec (s : Fin 3 → A) (v : Fin 3 → ℝ) : A := ∑ i, (v i : ℂ) • s i

/-- The scalar product `s · t` of two operator triples, in this order. -/
def dotOp (s t : Fin 3 → A) : A := ∑ i, s i * t i

/-- The cross product `s × q` of an operator triple with a real vector, with indices mod 3. -/
def crossVec (s : Fin 3 → A) (q : Fin 3 → ℝ) : Fin 3 → A :=
  fun i => (q (i + 2) : ℂ) • s (i + 1) - (q (i + 1) : ℂ) • s (i + 2)

/-- Mass times current, up to a term along `q`: the convection part `p` plus the magnetization part
`i g s × q / 4`. -/
def vertex (g : ℝ) (s : Fin 3 → A) (p q : Fin 3 → ℝ) : Fin 3 → A :=
  fun i => (p i : ℂ) • (1 : A) + (Complex.I * g / 4) • crossVec s q i

/-- The current `(p + i g s × q / 4) / m`, up to a term along `q`, of a particle that has initial
momentum `p` and absorbs momentum `q`. -/
def current (m g : ℝ) (s : Fin 3 → A) (p q : Fin 3 → ℝ) : Fin 3 → A :=
  fun i => (m : ℂ)⁻¹ • vertex g s p q i

/-- The transverse coupling `J · K - (J · q)(K · q) / q²` of two currents. -/
def transverseCoupling (J K : Fin 3 → A) (q : Fin 3 → ℝ) : A :=
  dotOp J K - ((q ⬝ᵥ q : ℝ) : ℂ)⁻¹ • (dotVec J q * dotVec K q)

/-- The transverse coupling of the two particles' currents times `-m₁ m₂`; particle 2 has
momentum `-p` and absorbs `-q`. -/
def breitExchange (m₁ m₂ g₁ g₂ : ℝ) (s₁ s₂ : Fin 3 → A) (p q : Fin 3 → ℝ) : A :=
  (-((m₁ : ℂ) * m₂)) •
    transverseCoupling (current m₁ g₁ s₁ p q) (current m₂ g₂ s₂ (-p) (-q)) q

/-- The three Cartesian components of `s × q`. -/
theorem crossVec_apply (s : Fin 3 → A) (q : Fin 3 → ℝ) :
    crossVec s q 0 = (q 2 : ℂ) • s 1 - (q 1 : ℂ) • s 2 ∧
    crossVec s q 1 = (q 0 : ℂ) • s 2 - (q 2 : ℂ) • s 0 ∧
    crossVec s q 2 = (q 1 : ℂ) • s 0 - (q 0 : ℂ) • s 1 :=
  ⟨rfl, rfl, rfl⟩

/-- Reversing both the momentum and the momentum transfer reverses the vertex. -/
theorem vertex_neg (g : ℝ) (s : Fin 3 → A) (p q : Fin 3 → ℝ) (i : Fin 3) :
    vertex g s (-p) (-q) i = -vertex g s p q i := by
  simp only [vertex, crossVec, Pi.neg_apply, Complex.ofReal_neg]
  module

/-- The component of the vertex along `q` is the spin-independent number `p · q`. -/
theorem dotVec_vertex (g : ℝ) (s : Fin 3 → A) (p q : Fin 3 → ℝ) :
    dotVec (vertex g s p q) q = ((p ⬝ᵥ q : ℝ) : ℂ) • (1 : A) := by
  simp only [dotVec, vertex, Fin.sum_univ_three, crossVec_apply, dotProduct,
    Complex.ofReal_add, Complex.ofReal_mul]
  module

/-- The scalar product of the two vertices is the sum of `p²`, a spin-orbit term and a
spin-spin term. -/
theorem dotOp_vertex (g₁ g₂ : ℝ) (s₁ s₂ : Fin 3 → A) (p q : Fin 3 → ℝ) :
    dotOp (vertex g₁ s₁ p q) (vertex g₂ s₂ p q) =
      ((p ⬝ᵥ p : ℝ) : ℂ) • (1 : A)
      + (Complex.I / 4) • dotVec (fun i => (g₁ : ℂ) • s₁ i + (g₂ : ℂ) • s₂ i) (q ⨯₃ p)
      - ((g₁ : ℂ) * g₂ / 16) •
        (((q ⬝ᵥ q : ℝ) : ℂ) • dotOp s₁ s₂ - dotVec s₁ q * dotVec s₂ q) := by
  -- the expansion for arbitrary strengths `c`, `d` of the magnetization parts
  have key : ∀ c d : ℂ,
      dotOp (fun i => (p i : ℂ) • (1 : A) + c • crossVec s₁ q i)
        (fun i => (p i : ℂ) • (1 : A) + d • crossVec s₂ q i) =
      ((p ⬝ᵥ p : ℝ) : ℂ) • (1 : A) + dotVec (fun i => c • s₁ i + d • s₂ i) (q ⨯₃ p)
      + (c * d) • (((q ⬝ᵥ q : ℝ) : ℂ) • dotOp s₁ s₂ - dotVec s₁ q * dotVec s₂ q) := by
    intro c d
    simp only [dotOp, dotVec, Fin.sum_univ_three, crossVec_apply, dotProduct, cross_apply,
      Matrix.cons_val_zero, Matrix.cons_val_one, Matrix.cons_val, Complex.ofReal_add,
      Complex.ofReal_sub, Complex.ofReal_mul, mul_add, add_mul, mul_sub, sub_mul,
      smul_mul_assoc, mul_smul_comm, mul_one, one_mul, smul_add, smul_sub]
    module
  have hI : (Complex.I * g₁ / 4) * (Complex.I * g₂ / 4) = -((g₁ : ℂ) * g₂ / 16) := by
    linear_combination ((g₁ : ℂ) * g₂ / 16) * Complex.I_sq
  rw [show dotOp (vertex g₁ s₁ p q) (vertex g₂ s₂ p q) = _ from key _ _, hI]
  simp only [dotVec, Fin.sum_univ_three]
  module

/-- For nonzero masses and momentum transfer, `breitExchange` is the sum of an orbital, a spin-orbit
and a spin-spin term. -/
theorem breitExchange_eq {m₁ m₂ : ℝ} (h₁ : m₁ ≠ 0) (h₂ : m₂ ≠ 0) (g₁ g₂ : ℝ)
    (s₁ s₂ : Fin 3 → A) (p : Fin 3 → ℝ) {q : Fin 3 → ℝ} (hq : q ≠ 0) :
    breitExchange m₁ m₂ g₁ g₂ s₁ s₂ p q =
      (((p ⨯₃ q) ⬝ᵥ (p ⨯₃ q) / (q ⬝ᵥ q) : ℝ) : ℂ) • (1 : A)
      + (Complex.I / 4) • dotVec (fun i => (g₁ : ℂ) • s₁ i + (g₂ : ℂ) • s₂ i) (q ⨯₃ p)
      - ((g₁ : ℂ) * g₂ / 16) •
        (((q ⬝ᵥ q : ℝ) : ℂ) • dotOp s₁ s₂ - dotVec s₁ q * dotVec s₂ q) := by
  have hq2 : q ⬝ᵥ q ≠ 0 := fun h => hq (dotProduct_self_eq_zero.mp h)
  have hqc : ((q ⬝ᵥ q : ℝ) : ℂ) ≠ 0 := Complex.ofReal_ne_zero.mpr hq2
  have hm₁ : (m₁ : ℂ) ≠ 0 := Complex.ofReal_ne_zero.mpr h₁
  have hm₂ : (m₂ : ℂ) ≠ 0 := Complex.ofReal_ne_zero.mpr h₂
  -- Lagrange's identity for the orbital part
  have hL : (p ⨯₃ q) ⬝ᵥ (p ⨯₃ q) / (q ⬝ᵥ q) = p ⬝ᵥ p - (p ⬝ᵥ q) ^ 2 / (q ⬝ᵥ q) := by
    rw [eq_sub_iff_add_eq, ← add_div, div_eq_iff hq2]
    simp only [dotProduct, Fin.sum_univ_three, cross_apply, Matrix.cons_val_zero,
      Matrix.cons_val_one, Matrix.cons_val]
    ring
  -- pull the masses and the sign of the second current out
  have hd : dotOp (current m₁ g₁ s₁ p q) (current m₂ g₂ s₂ (-p) (-q)) =
      (-((m₁ : ℂ)⁻¹ * (m₂ : ℂ)⁻¹)) • dotOp (vertex g₁ s₁ p q) (vertex g₂ s₂ p q) := by
    simp only [dotOp, current, vertex_neg, Fin.sum_univ_three, smul_neg, mul_neg,
      smul_mul_assoc, mul_smul_comm]
    module
  have hl₁ : dotVec (current m₁ g₁ s₁ p q) q =
      (m₁ : ℂ)⁻¹ • dotVec (vertex g₁ s₁ p q) q := by
    simp only [dotVec, current, Fin.sum_univ_three]
    module
  have hl₂ : dotVec (current m₂ g₂ s₂ (-p) (-q)) q =
      (-(m₂ : ℂ)⁻¹) • dotVec (vertex g₂ s₂ p q) q := by
    simp only [dotVec, current, vertex_neg, Fin.sum_univ_three]
    module
  unfold breitExchange transverseCoupling
  rw [hd, hl₁, hl₂, dotVec_vertex, dotVec_vertex, dotOp_vertex, hL]
  simp only [Complex.ofReal_sub, Complex.ofReal_div, Complex.ofReal_pow, mul_smul_comm,
    mul_one]
  match_scalars
  all_goals field_simp
  all_goals ring

/-- For Hermitian, mutually commuting spins and nonzero masses and transfer, the adjoint of the
exchange operator is the exchange operator of the reversed process, with initial momentum `p + q`
and transfer `-q`. -/
theorem star_breitExchange [StarRing A] [StarModule ℂ A] {m₁ m₂ : ℝ} (h₁ : m₁ ≠ 0)
    (h₂ : m₂ ≠ 0) (g₁ g₂ : ℝ) {s₁ s₂ : Fin 3 → A} (hs₁ : ∀ i, star (s₁ i) = s₁ i)
    (hs₂ : ∀ i, star (s₂ i) = s₂ i) (hc : ∀ i j, s₂ j * s₁ i = s₁ i * s₂ j)
    (p : Fin 3 → ℝ) {q : Fin 3 → ℝ} (hq : q ≠ 0) :
    star (breitExchange m₁ m₂ g₁ g₂ s₁ s₂ p q) =
      breitExchange m₁ m₂ g₁ g₂ s₁ s₂ (p + q) (-q) := by
  have e₁ : (p + q) ⨯₃ (-q) = -(p ⨯₃ q) := by
    ext i; fin_cases i <;> simp [cross_apply] <;> ring
  have e₂ : (-q) ⨯₃ (p + q) = -(q ⨯₃ p) := by
    ext i; fin_cases i <;> simp [cross_apply] <;> ring
  rw [breitExchange_eq h₁ h₂ g₁ g₂ s₁ s₂ p hq,
    breitExchange_eq h₁ h₂ g₁ g₂ s₁ s₂ (p + q) (neg_ne_zero.mpr hq), e₁, e₂]
  simp only [neg_dotProduct, dotProduct_neg, neg_neg, dotVec, dotOp, Fin.sum_univ_three,
    Pi.neg_apply, Complex.ofReal_neg, star_add, star_sub, star_smul, star_mul, star_one,
    hs₁, hs₂, Complex.star_def, map_mul, map_div₀, Complex.conj_ofReal, Complex.conj_I,
    map_ofNat, mul_add, add_mul, smul_mul_assoc, mul_smul_comm, hc]
  module

/-- The three Pauli matrices. -/
def pauli : Fin 3 → Matrix (Fin 2) (Fin 2) ℂ :=
  ![!![0, 1; 1, 0], !![0, -Complex.I; Complex.I, 0], !![1, 0; 0, -1]]

/-- The Pauli vector of particle 1 on the two-spin space. -/
def pauli₁ (i : Fin 3) : Matrix (Fin 2 × Fin 2) (Fin 2 × Fin 2) ℂ := pauli i ⊗ₖ 1

/-- The Pauli vector of particle 2 on the two-spin space. -/
def pauli₂ (i : Fin 3) : Matrix (Fin 2 × Fin 2) (Fin 2 × Fin 2) ℂ := 1 ⊗ₖ pauli i

/-- The Pauli vectors of two spins 1/2 are Hermitian and commute with each other. -/
theorem star_breitExchange_witness :
    (∀ i, star (pauli₁ i) = pauli₁ i) ∧ (∀ i, star (pauli₂ i) = pauli₂ i) ∧
      ∀ i j, pauli₂ j * pauli₁ i = pauli₁ i * pauli₂ j := by
  have h : ∀ i, (pauli i)ᴴ = pauli i := by
    intro i
    ext a b
    fin_cases i <;> fin_cases a <;> fin_cases b <;> simp [pauli]
  refine ⟨fun i => ?_, fun i => ?_, fun i j => ?_⟩
  · rw [Matrix.star_eq_conjTranspose, pauli₁, Matrix.conjTranspose_kronecker, h,
      Matrix.conjTranspose_one]
  · rw [Matrix.star_eq_conjTranspose, pauli₂, Matrix.conjTranspose_kronecker, h,
      Matrix.conjTranspose_one]
  · simp only [pauli₁, pauli₂, ← Matrix.mul_kronecker_mul, Matrix.one_mul, Matrix.mul_one]

/-- The unnormalized spin singlet, up-down minus down-up. -/
def singlet : Fin 2 × Fin 2 → ℂ := fun x => !![0, 1; -1, 0] x.1 x.2

/-- For equal `g` factors the spin singlet is an eigenvector of the exchange operator, with
eigenvalue `|p × q|² / q² + g² q² / 8`. -/
theorem breitExchange_singlet {m₁ m₂ : ℝ} (h₁ : m₁ ≠ 0) (h₂ : m₂ ≠ 0) (g : ℝ)
    (p : Fin 3 → ℝ) {q : Fin 3 → ℝ} (hq : q ≠ 0) :
    breitExchange m₁ m₂ g g pauli₁ pauli₂ p q *ᵥ singlet =
      (((p ⨯₃ q) ⬝ᵥ (p ⨯₃ q) / (q ⬝ᵥ q) + g ^ 2 * (q ⬝ᵥ q) / 8 : ℝ) : ℂ) • singlet := by
  -- the total spin annihilates the singlet
  have hT : ∀ i, pauli₁ i *ᵥ singlet = -(pauli₂ i *ᵥ singlet) := by
    intro i
    funext ⟨a, b⟩
    fin_cases i <;> fin_cases a <;> fin_cases b <;>
      simp [pauli₁, pauli₂, pauli, singlet, Matrix.mulVec, dotProduct,
        Fintype.sum_prod_type, Fin.sum_univ_two, Matrix.one_apply]
  have hSO : ∀ v : Fin 3 → ℝ,
      dotVec (fun i => (g : ℂ) • pauli₁ i + (g : ℂ) • pauli₂ i) v *ᵥ singlet = 0 := by
    intro v
    simp only [dotVec, Fin.sum_univ_three, Matrix.add_mulVec, Matrix.smul_mulVec, hT]
    module
  -- the two spin-spin invariants on the singlet
  have hSS : dotOp pauli₁ pauli₂ *ᵥ singlet = (-3 : ℂ) • singlet := by
    simp only [dotOp, Fin.sum_univ_three, Matrix.add_mulVec]
    funext ⟨a, b⟩
    fin_cases a <;> fin_cases b <;>
      simp [pauli₁, pauli₂, pauli, singlet, Matrix.mulVec, dotProduct, Matrix.mul_apply,
        Fintype.sum_prod_type, Fin.sum_univ_two, Matrix.one_apply] <;> norm_num
  have hQ : (dotVec pauli₁ q * dotVec pauli₂ q) *ᵥ singlet =
      (-((q ⬝ᵥ q : ℝ) : ℂ)) • singlet := by
    rw [← Matrix.mulVec_mulVec]
    funext ⟨a, b⟩
    fin_cases a <;> fin_cases b <;>
      simp [dotVec, pauli₁, pauli₂, pauli, singlet, Matrix.mulVec, dotProduct,
        Fin.sum_univ_three, Fintype.sum_prod_type, Fin.sum_univ_two, Matrix.one_apply] <;>
      first
        | ring1
        | (ring_nf; simp only [Complex.I_sq]; ring1)
  rw [breitExchange_eq h₁ h₂ g g pauli₁ pauli₂ p hq]
  simp only [Matrix.sub_mulVec, Matrix.add_mulVec, Matrix.smul_mulVec, Matrix.one_mulVec,
    hSO, hSS, hQ, Complex.ofReal_add, Complex.ofReal_div, Complex.ofReal_mul,
    Complex.ofReal_pow, Complex.ofReal_ofNat]
  module

end

end TwoBodyBreit
```

```lean
#print axioms TwoBodyBreit.breitExchange_eq
#print axioms TwoBodyBreit.star_breitExchange
#print axioms TwoBodyBreit.breitExchange_singlet
```

```
'TwoBodyBreit.breitExchange_eq' depends on axioms: [propext, Classical.choice, Quot.sound]
'TwoBodyBreit.star_breitExchange' depends on axioms: [propext, Classical.choice, Quot.sound]
'TwoBodyBreit.breitExchange_singlet' depends on axioms: [propext, Classical.choice, Quot.sound]
```

## Currents and spins as Lean objects

Momenta are real triples `Fin 3 → ℝ`. Spins are triples of elements of an arbitrary complex algebra `A`, so `breitExchange_eq` uses neither the Pauli relations nor commutation between the particles. `vertex` is $V_n$, and `current` divides it by the mass. Particle 2 receives `-p` and `-q`, which reproduces $J_2$. `breitExchange` is $B(p,q)$, and `h₁`, `h₂`, `hq` state that the masses and the transfer are nonzero.

The convention is $\hbar=1$, with Pauli vectors, not spins $\tfrac12\sigma$. The convection part contains the initial momentum $p$, not the mean $p+q/2$; the difference lies along $q$ and drops out of the transverse coupling.

`star_breitExchange` assumes Hermitian, commuting spins, which describe observables of two separate particles. `star_breitExchange_witness` verifies these conditions for `pauli₁` and `pauli₂` on the four-dimensional two-spin space. `singlet` is $\sqrt2\,\chi$, which has the same eigenvalue.

Commutation matters for the adjoint, as a purely algebraic example shows; its triples are not the spin vectors of two physical particles. Take $s_1=(\sigma_x,0,0)$ and $s_2=(\sigma_y,0,0)$ on a single spin, with $p=0$, $q=(0,0,\kappa)$ and $g_1g_2\kappa\neq0$. Then $B=-\tfrac{i}{16}g_1g_2\kappa^2\sigma_z$ for both the process and its reverse, while the adjoint has the opposite sign.

The file treats one pair $(p,q)$ at a time. Charges, the photon propagator and the factor $1/(m_1m_2)$ must be supplied to obtain a potential. The Coulomb energy, the relativistic kinetic correction, and the Darwin and spin-orbit terms from the charge densities enter a Breit Hamiltonian separately. Retardation and the transform to position space are not treated.

## How the proof follows the algebra

`vertex_neg` supplies the sign of the second current, and `dotVec_vertex` gives $V_n\cdot q=p\cdot q$. In `dotOp_vertex`, the step `key` expands the product for arbitrary magnetization strengths `c` and `d`; `module` then matches the coefficients of each operator product without reordering factors. `hI` inserts $i^2=-1$.

In `breitExchange_eq`, `hL` is Lagrange's identity, while `hd`, `hl₁` and `hl₂` extract the masses and the sign. After the rewrites, `match_scalars` leaves scalar equations, which `field_simp` and `ring` close.

`star_breitExchange` applies this identity to both processes: `e₁` and `e₂` give the reversed cross products, and `hc` restores the operator order. In `breitExchange_singlet`, `hT` and `hSO` remove the spin-orbit term, and `hSS` and `hQ` obtain the two spin-spin values by checking all four vector components.
